# Square-root moment errors and quadratic energy errors in a quartic model of a magnetic threshold

Take the energy $E(m) = m^4$ of a system with magnetic moment $m$. Its minimum is at $m = 0$, and the system is just on the verge of becoming magnetic. Now suppose that an approximate calculation gives $E'(m) = -0.02\,m^2 + m^4$ instead. Since $E'(m) = (m^2 - 0.01)^2 - 0.0001$, the minima have moved to $m = \pm 0.1$. The coefficient is wrong by $0.02$, the moment by $0.1$, and the energy at the minimum by only $0.0001$. The minimum condition fixes $m^2$ in proportion to the error, so here the moment scales as the square root of the error, while the energy scales as its square.

## The minima and their response to an error

Let
$$E_d(m) = -d\,m^2 + b\,m^4, \qquad b > 0,$$
where $m$ is real and the energy is measured from the nonmagnetic state. The parameter $d$ says how far the system is past the threshold: for $d > 0$ a small moment lowers the energy. The constant $b$ stands for the higher-order cost that stops the moment from growing; if it were negative, the energy would have no lower bound. A ground moment is a global minimizer of $E_d$.

**The minima.** For $d \le 0$ both terms of $E_d$ are nonnegative, and $b m^4 > 0$ unless $m = 0$. Hence $m = 0$ is the only ground moment, with energy zero. For $d \ge 0$, complete the square:
$$E_d(m) = b\left(m^2 - \frac{d}{2b}\right)^2 - \frac{d^2}{4b}.$$
The square can be made zero, because $d/(2b) \ge 0$ has a real root. So $m$ is a ground moment exactly when $m^2 = d/(2b)$, and the lowest energy is $-d^2/(4b)$. For $d > 0$ this gives two distinct moments, $\pm\sqrt{d/(2b)}$. Both signs of $d$ are contained in
$$m^2 = \frac{\max(d,0)}{2b}.$$

**The moment error.** Let $m$ be a ground moment at the reference parameter $d$, and $m'$ one at the parameter $d'$ that a pseudopotential produces, with the same $b$. If $|m| \le |m'|$, then
$$m'^2 - m^2 - (|m'| - |m|)^2 = 2|m|\,(|m'| - |m|) \ge 0,$$
and the other order is the same with the roles exchanged. Therefore
$$(|m| - |m'|)^2 \le |m^2 - m'^2| = \frac{|\max(d,0) - \max(d',0)|}{2b} \le \frac{|d - d'|}{2b},$$
where the last step holds because cutting two numbers off at zero never moves them further apart. Taking the root,
$$\bigl||m| - |m'|\bigr| \le \sqrt{\frac{|d - d'|}{2b}}.$$
The magnitudes are compared because the sign of a ground moment is arbitrary.

At the threshold no bound linear in the error will do. Let $C$ be any constant and suppose that a ground moment at some $d > 0$ satisfies $|m| \le C d$. Squaring gives $d/(2b) \le C^2 d^2$, so $1 \le 2bC^2 d$. This is impossible once $d < 1/(2b(C^2+1))$.

**The energy error.** How much does the reference energy rise if the reference system is given the moment $m'$? Put $u = 2bm^2 = \max(d,0)$ and $v = 2bm'^2 = \max(d',0)$. Since $4b\,E_d(m) = u^2 - 2du$,
$$4b\,[E_d(m') - E_d(m)] = (v^2 - 2dv) - (u^2 - 2du).$$
There are four sign cases, each to be compared with $(d - d')^2$:

- $d \le 0$, $d' \le 0$: the right side is $0$.
- $d \le 0 \le d'$: it is $d'^2 - 2dd' = (d-d')^2 - d^2$.
- $d' \le 0 \le d$: it is $d^2$, and $(d-d')^2 = d^2 - 2dd' + d'^2 \ge d^2$ because $dd' \le 0$.
- $d \ge 0$, $d' \ge 0$: it is $(d'-d)^2$.

So in every case
$$E_d(m') - E_d(m) \le \frac{(d-d')^2}{4b}.$$
Here one energy function is evaluated at two moments. The two minimum energies themselves behave differently: for positive $d$ and $d'$ they differ by $|d^2 - d'^2|/(4b)$, which away from the threshold is of first order in $d - d'$.

For pseudopotential testing, this one-parameter model with fixed $b$ shows that a small energy error near a magnetic threshold is weak evidence for an accurate moment.

## The energy and its ground moments in Lean

```lean
import Mathlib

namespace MagneticThreshold

noncomputable section
```

The model consists of two definitions. The first is the quartic energy, with `d`, `b` and `m` as real numbers.

```lean
/-- The energy `-d m² + b m⁴` of a magnetic moment `m` near a magnetic threshold. -/
def energy (d b m : ℝ) : ℝ := -d * m ^ 2 + b * m ^ 4
```

The second says that `m` is a ground moment if no real moment `m'` has lower energy. This is a global condition, and being a stationary point is not enough: for `b > 0` and `d > 0` the moment zero is stationary but is not a ground moment. The moment is a single signed number, as for collinear magnetism, and it has no upper limit.

```lean
/-- A ground moment is a moment whose energy is lowest among all real moments. -/
def IsGroundMoment (d b m : ℝ) : Prop := ∀ m' : ℝ, energy d b m ≤ energy d b m'
```

These definitions fix the scope. The pseudopotential enters only through a changed value of `d`; its construction, the electron density and any change in `b` or in higher powers of $m$ are absent. The quartic form is assumed and is not derived from an electronic-structure calculation.

## Completing the square and locating the minima

The completed square is an algebraic identity and needs only `b ≠ 0`. `field_simp` clears the denominators and `ring` compares the polynomials.

```lean
/-- For `b ≠ 0` the energy is a square in `m²`, shifted by the constant `-d²/(4b)`. -/
theorem energy_eq_square {b : ℝ} (hb : b ≠ 0) (d m : ℝ) :
    energy d b m = b * (m ^ 2 - d / (2 * b)) ^ 2 - d ^ 2 / (4 * b) := by
  unfold energy
  field_simp
  ring
```

On the nonmagnetic side, `IsGroundMoment d b m` is equivalent to `m = 0`. In the forward direction a nonzero ground moment is compared with the moment zero through `h 0`. The terms `h4` and `h2` record that $b m^4 > 0$ and $-d m^2 \ge 0$, so the energy would be positive, which contradicts minimality. The reverse direction uses the same two signs for an arbitrary competitor `m'`.

```lean
/-- For `b > 0` and `d ≤ 0` the only ground moment is zero. -/
theorem nonmagnetic_iff {d b : ℝ} (hb : 0 < b) (hd : d ≤ 0) (m : ℝ) :
    IsGroundMoment d b m ↔ m = 0 := by
  constructor
  · intro h
    by_contra hm
    have hm' : m ≠ 0 := hm
    have h4 : 0 < b * m ^ 4 := by positivity
    have h2 := mul_nonneg (neg_nonneg.2 hd) (sq_nonneg m)
    have h0 := h 0
    simp only [energy] at h0
    nlinarith
  · intro hm m'
    have h4 : 0 ≤ b * m' ^ 4 := by positivity
    have h2 := mul_nonneg (neg_nonneg.2 hd) (sq_nonneg m')
    simp only [energy, hm]
    nlinarith
```

For `d ≥ 0` the equivalence is with $m^2 = d/(2b)$. The competitor is now `Real.sqrt (d / (2 * b))`, at which the square vanishes. Minimality then forces $b(m^2 - d/(2b))^2 \le 0$, and since $b > 0$ the square itself is zero. Conversely, if $m^2$ has the stated value, the energy of `m` is the bare constant and every other energy adds a nonnegative term.

```lean
/-- For `b > 0` and `d ≥ 0` a moment is a ground moment exactly when its square
is `d/(2b)`. -/
theorem ground_iff_sq {d b : ℝ} (hb : 0 < b) (hd : 0 ≤ d) (m : ℝ) :
    IsGroundMoment d b m ↔ m ^ 2 = d / (2 * b) := by
  have hq : 0 ≤ d / (2 * b) := by positivity
  constructor
  · intro h
    -- compare with the moment at which the square vanishes
    have h1 := h (Real.sqrt (d / (2 * b)))
    rw [energy_eq_square hb.ne' d m, energy_eq_square hb.ne' d (Real.sqrt _),
      Real.sq_sqrt hq, sub_self] at h1
    have h2 : b * (m ^ 2 - d / (2 * b)) ^ 2 ≤ 0 := by linarith
    have h3 : (m ^ 2 - d / (2 * b)) ^ 2 ≤ 0 := by
      by_contra hc
      exact absurd (mul_pos hb (not_le.1 hc)) (not_lt.2 h2)
    have h4 := le_antisymm h3 (sq_nonneg _)
    exact sub_eq_zero.1 ((pow_eq_zero_iff two_ne_zero).1 h4)
  · intro h m'
    have h1 : 0 ≤ b * (m' ^ 2 - d / (2 * b)) ^ 2 := by positivity
    rw [energy_eq_square hb.ne' d m, energy_eq_square hb.ne' d m', h, sub_self]
    linarith
```

For `d > 0` the condition on the square becomes the explicit pair of moments. The statement includes the positivity of the root, which makes the two moments distinct. The proof rewrites with the previous theorem and then uses that two numbers with equal squares are equal up to sign.

```lean
/-- For `b > 0` and `d > 0` the ground moments are exactly `√(d/(2b))` and its negative,
and `√(d/(2b))` is positive. -/
theorem magnetic_iff {d b : ℝ} (hb : 0 < b) (hd : 0 < d) :
    0 < Real.sqrt (d / (2 * b)) ∧ ∀ m : ℝ, IsGroundMoment d b m ↔
      m = Real.sqrt (d / (2 * b)) ∨ m = -Real.sqrt (d / (2 * b)) := by
  have hq : 0 < d / (2 * b) := by positivity
  refine ⟨Real.sqrt_pos.2 hq, fun m => ?_⟩
  rw [ground_iff_sq hb hd.le]
  constructor
  · intro h
    exact eq_or_eq_neg_of_sq_eq_sq _ _ (h.trans (Real.sq_sqrt hq.le).symm)
  · rintro (h | h)
    · rw [h, Real.sq_sqrt hq.le]
    · rw [h, neg_sq, Real.sq_sqrt hq.le]
```

The energy at the minimum follows by inserting $m^2 = d/(2b)$ into the completed square. The theorem includes `d = 0`, where the value is zero.

```lean
/-- For `b > 0` and `d ≥ 0` every ground moment has energy `-d²/(4b)`. -/
theorem ground_energy {d b m : ℝ} (hb : 0 < b) (hd : 0 ≤ d)
    (h : IsGroundMoment d b m) : energy d b m = -d ^ 2 / (4 * b) := by
  rw [energy_eq_square hb.ne', (ground_iff_sq hb hd m).1 h]
  ring
```

The next theorem joins the two sides of the threshold. It splits on the sign of `d`, evaluates the maximum, and applies the matching characterization.

```lean
/-- For `b > 0` and `d` of either sign, the square of a ground moment is
`max(d, 0)/(2b)`. -/
theorem ground_moment_sq {d b m : ℝ} (hb : 0 < b) (h : IsGroundMoment d b m) :
    m ^ 2 = max d 0 / (2 * b) := by
  rcases le_total d 0 with hd | hd
  · rw [max_eq_right hd, (nonmagnetic_iff hb hd m).1 h]
    simp
  · rw [max_eq_left hd]
    exact (ground_iff_sq hb hd m).1 h
```

## Two parameters and the size of the errors

The hypotheses `h` and `h'` below say that `m` is a ground moment at `d` and `m'` one at `d'`, with a common `b`. Such moments exist for all real `d` and `d'`, by the characterizations above. No smallness of `d - d'` is assumed, and the two parameters may lie on different sides of the threshold.

`Real.abs_le_sqrt` reduces the claim to a bound on the squared difference. The step `h1` is the inequality $(|m|-|m'|)^2 \le |m^2-m'^2|$, proved in the two orders of $|m|$ and $|m'|$; the products passed to `nlinarith` are, up to a factor of 2, the nonnegative remainders found by hand. The `calc` chain then inserts the formula for the squared moments and ends with `abs_max_sub_max_le_abs`, the statement about cutting off at zero.

```lean
/-- For `b > 0`, the magnitudes of ground moments at parameters `d` and `d'` differ by at
most `√(|d - d'|/(2b))`. -/
theorem moment_error_le {d d' b m m' : ℝ} (hb : 0 < b)
    (h : IsGroundMoment d b m) (h' : IsGroundMoment d' b m') :
    |(|m| - |m'|)| ≤ Real.sqrt (|d - d'| / (2 * b)) := by
  apply Real.abs_le_sqrt
  -- the squared difference is bounded by the difference of squares
  have h1 : (|m| - |m'|) ^ 2 ≤ |m ^ 2 - m' ^ 2| := by
    have e := sq_abs m
    have e' := sq_abs m'
    rcases le_total |m| |m'| with hm | hm
    · have := neg_le_abs (m ^ 2 - m' ^ 2)
      nlinarith [mul_nonneg (abs_nonneg m) (sub_nonneg.2 hm)]
    · have := le_abs_self (m ^ 2 - m' ^ 2)
      nlinarith [mul_nonneg (abs_nonneg m') (sub_nonneg.2 hm)]
  have hb2 : 0 < 2 * b := by positivity
  calc (|m| - |m'|) ^ 2 ≤ |m ^ 2 - m' ^ 2| := h1
    _ = |max d 0 - max d' 0| / (2 * b) := by
        rw [ground_moment_sq hb h, ground_moment_sq hb h', ← sub_div, abs_div,
          abs_of_pos hb2]
    _ ≤ |d - d'| / (2 * b) :=
        div_le_div_of_nonneg_right (abs_max_sub_max_le_abs d d' 0) hb2.le
```

The failure of linear bounds is stated with its quantifiers in this order: for each `C` there is a positive `δ` such that, for all `d` between zero and `δ`, every ground moment satisfies `C * d < |m|`. The threshold `δ` depends on `b` and `C` but not on `d`. Here the reference is the system at $d = 0$, whose moment is zero, so $|m|$ is the moment error and $d$ the parameter error.

The proof takes $\delta = 1/(2b(C^2+1))$ and assumes $|m| \le Cd$. Squaring gives `h1`, and the known value of $m^2$ gives `h2`. Together with `h4` they yield $d \le 2bC^2d^2$, whereas `h3` says $2b(C^2+1)d^2 < d$. The two would require $2bd^2 < 0$, against `h5`.

```lean
/-- For `b > 0` and any constant `C`, every ground moment exceeds `C d` in magnitude once
`d > 0` is small enough. -/
theorem moment_not_linear {b : ℝ} (hb : 0 < b) (C : ℝ) :
    ∃ δ > 0, ∀ d m : ℝ, 0 < d → d < δ → IsGroundMoment d b m → C * d < |m| := by
  have hK : 0 < 2 * b * (C ^ 2 + 1) := by positivity
  refine ⟨1 / (2 * b * (C ^ 2 + 1)), by positivity, fun d m hd hlt h => ?_⟩
  by_contra hc
  have h1 := pow_le_pow_left₀ (abs_nonneg m) (not_lt.1 hc) 2
  rw [sq_abs] at h1
  have h2 : 2 * b * m ^ 2 = d := by
    rw [(ground_iff_sq hb hd.le m).1 h]
    field_simp
  have h3 := mul_lt_mul_of_pos_left ((lt_div_iff₀ hK).1 hlt) hd
  have h4 := mul_le_mul_of_nonneg_left h1 (by positivity : 0 ≤ 2 * b)
  have h5 : 0 < b * d ^ 2 := by positivity
  nlinarith
```

The last theorem bounds the energy penalty. Both energies on the left carry the parameter `d`, so the reference energy function is used throughout and only the moment comes from `d'`.

The equations `hu` and `hv` are the values of $u$ and $v$. After multiplication by $4b$, the identity `key` writes the energy difference in terms of these two quantities. The two calls of `le_total` produce the four sign cases in the order listed above, and `nlinarith` closes each one. In the mixed cases it is given the terms that make up the difference: $d^2$ when only `d'` is positive, and $-dd'$ with $d'^2$ when only `d` is.

```lean
/-- For `b > 0`, replacing a ground moment at `d` by a ground moment at `d'` raises the
energy at `d` by at most `(d - d')²/(4b)`. -/
theorem energy_error_le {d d' b m m' : ℝ} (hb : 0 < b)
    (h : IsGroundMoment d b m) (h' : IsGroundMoment d' b m') :
    energy d b m' - energy d b m ≤ (d - d') ^ 2 / (4 * b) := by
  have hu : 2 * b * m ^ 2 = max d 0 := by
    rw [ground_moment_sq hb h]
    field_simp
  have hv : 2 * b * m' ^ 2 = max d' 0 := by
    rw [ground_moment_sq hb h']
    field_simp
  rw [le_div_iff₀ (by positivity : 0 < 4 * b)]
  -- express the energies through the scaled squared moments
  have key : (energy d b m' - energy d b m) * (4 * b) =
      (2 * b * m' ^ 2) ^ 2 - 2 * d * (2 * b * m' ^ 2)
        - ((2 * b * m ^ 2) ^ 2 - 2 * d * (2 * b * m ^ 2)) := by
    unfold energy
    ring
  rw [key, hu, hv]
  rcases le_total d 0 with hd | hd <;> rcases le_total d' 0 with hd' | hd'
  · rw [max_eq_right hd, max_eq_right hd']
    nlinarith [sq_nonneg (d - d')]
  · rw [max_eq_right hd, max_eq_left hd']
    nlinarith [sq_nonneg d]
  · rw [max_eq_left hd, max_eq_right hd']
    nlinarith [mul_nonneg hd (neg_nonneg.2 hd'), sq_nonneg d']
  · rw [max_eq_left hd, max_eq_left hd']
    nlinarith

end

end MagneticThreshold
```

```lean
#print axioms MagneticThreshold.ground_energy
-- 'MagneticThreshold.ground_energy' depends on axioms: [propext, Classical.choice, Quot.sound]
#print axioms MagneticThreshold.moment_error_le
-- 'MagneticThreshold.moment_error_le' depends on axioms: [propext, Classical.choice, Quot.sound]
#print axioms MagneticThreshold.moment_not_linear
-- 'MagneticThreshold.moment_not_linear' depends on axioms: [propext, Classical.choice, Quot.sound]
#print axioms MagneticThreshold.energy_error_le
-- 'MagneticThreshold.energy_error_le' depends on axioms: [propext, Classical.choice, Quot.sound]
```
